# If the powers of its propagator tend to zero, a linear Langevin integrator has one stationary covariance and converges to it from any start

Take a crystal in the harmonic approximation, anchored so that every displacement, including a shift of the whole crystal, costs energy. Couple it to a Langevin thermostat and start it from its minimised structure. At first the coordinates have no spread at all. The random kicks broaden their distribution, while the restoring forces and friction hold it back. Does the spread settle, does the final value depend on the start, and is it the value that the temperature demands?

With linear forces, a time step of a typical Langevin integrator is itself linear. Collect the coordinates, and the momenta if there are any, in a vector $x_k$ after $k$ steps:

$$x_{k+1} = A x_k + \xi_k .$$

The matrix $A$ is the propagator, and the noise $\xi_k$ has zero mean, covariance $B$ and no dependence on $x_k$. Let $S_k = \langle x_k x_k^T\rangle$ be the matrix of second moments. The cross terms average to zero, which leaves

$$S_{k+1} = A S_k A^T + B .$$

The covariance about the mean obeys the same recursion. The Lean file starts from this matrix equation, with $A$ and $B$ the same at every step. For harmonic systems, it settles which covariance a stable Langevin integrator of this form samples at a finite time step; anharmonic forces are not covered.

## The recursion and its memory of the start

```lean
import Mathlib

open Matrix Filter Topology

namespace LangevinCovariance

variable {n : Type*} [Fintype n] [DecidableEq n]
```

Mathlib is Lean's mathematical library. The letter `n` is not a number here but a finite set of labels, one for each component of $x$. A `Matrix n n ℝ` is then a real square matrix of any finite size.

```lean
/-- One step of the covariance iteration of a linear Langevin integrator with
propagator `A` and noise covariance `B`. -/
def covStep (A B S : Matrix n n ℝ) : Matrix n n ℝ := A * S * Aᵀ + B
```

`covStep A B S` is $A S A^T + B$, where `Aᵀ` is the transpose. Neither `S` nor `B` has to be symmetric or positive, so the results hold for more matrices than true covariances.

Simulation codes usually compute forces instead of storing $A$, but for a small harmonic model the step can be written in NumPy as `x = A @ x + C @ rng.standard_normal(d)`, where $d$ is the number of components and $CC^T = B$. The covariance step is `S = A @ S @ A.T + B`.

```lean
/-- After `k` steps with the same propagator and noise covariance, the difference of two
covariance runs is the initial difference propagated by `A ^ k` on both sides. -/
theorem iterate_sub (A B S T : Matrix n n ℝ) (k : ℕ) :
    (covStep A B)^[k] S - (covStep A B)^[k] T = A ^ k * (S - T) * (A ^ k)ᵀ := by
  induction k with
  | zero => simp
  | succ k ih =>
    rw [Function.iterate_succ_apply', Function.iterate_succ_apply']
    -- the noise covariance cancels in the difference
    have hstep : ∀ X Y : Matrix n n ℝ,
        covStep A B X - covStep A B Y = A * (X - Y) * Aᵀ := by
      intro X Y
      simp only [covStep]
      noncomm_ring
    rw [hstep, ih, pow_succ', Matrix.transpose_mul]
    simp only [Matrix.mul_assoc]
```

A theorem lists its data and hypotheses, then a colon, then the claim; the proof follows `:= by`. The notation `(covStep A B)^[k] S` means the step applied $k$ times to $S$, whereas `A ^ k` is the ordinary matrix power. If two runs start from $S$ and $T$, the claim is

$$S_k - T_k = A^k (S-T)(A^k)^T .$$

For one step, $B$ cancels:

$$(AXA^T + B) - (AYA^T + B) = A(X-Y)A^T .$$

This is `hstep`, proved by `noncomm_ring`, which expands products without exchanging factors. The rest is induction on $k$. At $k=0$ both sides are $S-T$. If the formula holds at $k$, one more step gives

$$A\,A^k (S-T)(A^k)^T A^T = A^{k+1}(S-T)(A^{k+1})^T ,$$

because $(A A^k)^T = (A^k)^T A^T$.

```lean
/-- If the powers of the propagator tend to zero, the difference of any two covariance
runs tends to zero. -/
theorem forgets_start {A : Matrix n n ℝ} (hA : Tendsto (fun k : ℕ => A ^ k) atTop (𝓝 0))
    (B S T : Matrix n n ℝ) :
    Tendsto (fun k : ℕ => (covStep A B)^[k] S - (covStep A B)^[k] T) atTop (𝓝 0) := by
  have hT : Tendsto (fun k : ℕ => (A ^ k)ᵀ) atTop (𝓝 0) := by
    have h := (continuous_id.matrix_transpose.tendsto (0 : Matrix n n ℝ)).comp hA
    simpa [Function.comp_def] using h
  have h := (hA.mul_const (S - T)).mul hT
  simpa only [iterate_sub, zero_mul] using h
```

The hypothesis `hA` is the stability condition. `Tendsto f atTop (𝓝 0)` says that $f(k)\to 0$ as $k\to\infty$, and for matrices this means entry by entry. In practice one checks that every eigenvalue of $A$, complex ones included, has modulus below one, which is an equivalent condition by standard linear algebra.

A single step may still amplify a vector. The matrix $\begin{pmatrix}1/2 & 10\\ 0 & 1/2\end{pmatrix}$ does so, yet its powers tend to zero.

Under `hA`, the difference of two runs dies out. Transposition is continuous, so $(A^k)^T\to 0$ as well (`hT`), and the product in the previous formula tends to $0\cdot(S-T)\cdot 0 = 0$.

## One stationary covariance

```lean
/-- If the powers of the propagator tend to zero, two stationary covariances for the same
noise are equal. -/
theorem stationary_unique {A B S T : Matrix n n ℝ}
    (hA : Tendsto (fun k : ℕ => A ^ k) atTop (𝓝 0))
    (hS : covStep A B S = S) (hT : covStep A B T = T) : S = T := by
  have h := forgets_start hA B S T
  simp only [Function.iterate_fixed hS, Function.iterate_fixed hT] at h
  exact sub_eq_zero.1 (tendsto_nhds_unique tendsto_const_nhds h)
```

A stationary covariance is a matrix that the step leaves unchanged, `covStep A B S = S`. Suppose $S$ and $T$ are both stationary. Runs started there never move, so their difference is $S-T$ at every step. That difference also tends to zero, and a constant sequence can tend to zero only if it is zero. Hence $S=T$. `Function.iterate_fixed` replaces each run by its constant value, and `tendsto_nhds_unique` says that a limit is unique.

```lean
/-- If the powers of the propagator tend to zero, the covariance iteration converges from
any start to a given stationary covariance. -/
theorem tendsto_stationary {A B S : Matrix n n ℝ}
    (hA : Tendsto (fun k : ℕ => A ^ k) atTop (𝓝 0))
    (hS : covStep A B S = S) (S₀ : Matrix n n ℝ) :
    Tendsto (fun k : ℕ => (covStep A B)^[k] S₀) atTop (𝓝 S) := by
  have h := (forgets_start hA B S₀ S).add_const S
  simpa only [Function.iterate_fixed hS, sub_add_cancel, zero_add] using h
```

Now let only $S$ be stationary and start another run from any $S_0$, written `S₀`. The difference $S_k - S$ tends to zero, and adding $S$ gives $S_k\to S$. The proof does exactly this with `add_const S`.

```lean
/-- If the powers of the propagator `A` tend to zero, then for each `B` the equation
`A S Aᵀ + B = S` has exactly one solution, and the covariance iteration converges to it
from any start. -/
theorem exists_unique_stationary {A : Matrix n n ℝ}
    (hA : Tendsto (fun k : ℕ => A ^ k) atTop (𝓝 0)) (B : Matrix n n ℝ) :
    ∃ S : Matrix n n ℝ, A * S * Aᵀ + B = S ∧
      (∀ T : Matrix n n ℝ, A * T * Aᵀ + B = T → T = S) ∧
      ∀ S₀, Tendsto (fun k : ℕ => (covStep A B)^[k] S₀) atTop (𝓝 S) := by
  let L : Matrix n n ℝ →ₗ[ℝ] Matrix n n ℝ :=
    { toFun := fun S => S - A * S * Aᵀ
      map_add' := by intro S T; noncomm_ring
      map_smul' := by intro c S; simp [smul_sub] }
  -- uniqueness without noise makes the linear map injective
  have hinj : Function.Injective L := by
    refine (injective_iff_map_eq_zero L).2 fun S h => ?_
    have h' : S - A * S * Aᵀ = 0 := h
    refine stationary_unique (B := 0) hA ?_ (by simp [covStep])
    rw [covStep, add_zero]
    exact (sub_eq_zero.1 h').symm
  -- in finite dimension it is then surjective
  obtain ⟨S, hS⟩ := LinearMap.injective_iff_surjective.1 hinj B
  have hS' : S - A * S * Aᵀ = B := hS
  have hfix : A * S * Aᵀ + B = S := by
    rw [← hS']
    abel
  exact ⟨S, hfix, fun T hT => stationary_unique hA hT hfix, tendsto_stationary hA hfix⟩
```

This is the central theorem. For each $B$ there is a matrix $S$ with three properties: it solves $ASA^T + B = S$, every other solution equals it, and every run converges to it. Since $S$ is named before the start `S₀`, the limit is the same for all starts.

Only existence is new. Consider the linear map

$$L(S) = S - A S A^T .$$

If $L(S)=0$, then $S$ is stationary for the noiseless recursion with $B=0$. So is the zero matrix, and uniqueness gives $S=0$. Thus $L$ is injective. It maps the finite-dimensional space of square matrices to itself, so it is also surjective, and some $S$ satisfies $L(S)=B$. Rearranged, this is the stationary equation.

In Lean, `let L` bundles the map with the proofs that it is linear, `hinj` is injectivity, and `LinearMap.injective_iff_surjective` is the dimension argument. The last line collects the three properties.

Numerically there is no need to iterate: the equation is the discrete Lyapunov equation, and SciPy's `solve_discrete_lyapunov(A, B)` solves it for real $A$ and $B$.

```lean
/-- Converse: if for some `B` the covariance iteration converges to one and the same limit
from every start, then the powers of the propagator tend to zero. -/
theorem powers_tendsto_zero {A B S : Matrix n n ℝ}
    (h : ∀ S₀, Tendsto (fun k : ℕ => (covStep A B)^[k] S₀) atTop (𝓝 S)) :
    Tendsto (fun k : ℕ => A ^ k) atTop (𝓝 0) := by
  -- compare the runs started from the identity and from zero
  have h1 := (h 1).sub (h 0)
  simp only [iterate_sub, sub_zero, mul_one, sub_self] at h1
  refine tendsto_pi_nhds.2 fun i => tendsto_pi_nhds.2 fun j => ?_
  have hd : Tendsto (fun k : ℕ => (A ^ k * (A ^ k)ᵀ) i i) atTop (𝓝 0) :=
    ((continuous_id.matrix_elem i i).tendsto (0 : Matrix n n ℝ)).comp h1
  -- a diagonal entry is a sum of squares and bounds each of them
  have hsq : Tendsto (fun k : ℕ => ((A ^ k) i j) ^ 2) atTop (𝓝 0) := by
    refine squeeze_zero (fun k => sq_nonneg _) (fun k => ?_) hd
    rw [Matrix.mul_apply]
    simp only [Matrix.transpose_apply, ← sq]
    exact Finset.single_le_sum (f := fun l => ((A ^ k) i l) ^ 2)
      (fun l _ => sq_nonneg _) (Finset.mem_univ j)
  have habs := hsq.sqrt
  simp only [Real.sqrt_sq_eq_abs, Real.sqrt_zero] at habs
  exact (tendsto_zero_iff_abs_tendsto_zero _).2 habs
```

The stability condition is also necessary for this behaviour. Suppose that for some $B$ all runs converge to one common limit. Compare the runs started from the identity matrix and from zero. Their difference is $A^k(A^k)^T$, and it must tend to zero. Its diagonal entries are sums of squares:

$$\bigl(A^k(A^k)^T\bigr)_{ii} = \sum_l \bigl((A^k)_{il}\bigr)^2 \ge \bigl((A^k)_{ij}\bigr)^2 .$$

Each squared entry is therefore squeezed to zero (`squeeze_zero`), and a square root finishes the argument.

A unique stationary solution alone would not be enough. With one coordinate, $A=2$ and $B=1$, the equation $S=4S+1$ has the single solution $S=-1/3$, but runs from any other start diverge.

```lean
/-- If the powers of the propagator tend to zero and the noise covariance is positive
semidefinite, a stationary solution is positive semidefinite. -/
theorem stationary_posSemidef {A B S : Matrix n n ℝ}
    (hA : Tendsto (fun k : ℕ => A ^ k) atTop (𝓝 0)) (hB : B.PosSemidef)
    (hS : covStep A B S = S) : S.PosSemidef := by
  have hBt : Bᵀ = B := by
    rw [← Matrix.conjTranspose_eq_transpose_of_trivial]
    exact hB.isHermitian
  -- the transpose is stationary too, so uniqueness gives symmetry
  have hsym : Sᵀ = S := by
    refine stationary_unique hA ?_ hS
    have h := congrArg Matrix.transpose hS
    simp only [covStep, Matrix.transpose_add, Matrix.transpose_mul,
      Matrix.transpose_transpose, hBt] at h
    rw [covStep, Matrix.mul_assoc]
    exact h
  -- every iterate started from zero is positive semidefinite
  have hpos : ∀ k : ℕ, ((covStep A B)^[k] 0).PosSemidef := by
    intro k
    induction k with
    | zero => exact Matrix.PosSemidef.zero
    | succ k ih =>
      rw [Function.iterate_succ_apply', covStep,
        ← Matrix.conjTranspose_eq_transpose_of_trivial]
      exact (ih.mul_mul_conjTranspose_same A).add hB
  refine Matrix.PosSemidef.of_dotProduct_mulVec_nonneg ?_ fun x => ?_
  · rw [Matrix.IsHermitian, Matrix.conjTranspose_eq_transpose_of_trivial, hsym]
  · have hc : Continuous fun M : Matrix n n ℝ => star x ⬝ᵥ M *ᵥ x := by
      simp only [dotProduct, Matrix.mulVec]
      exact continuous_finsetSum _ fun i _ => continuous_const.mul
        (continuous_finsetSum _ fun j _ =>
          (continuous_id.matrix_elem i j).mul continuous_const)
    exact ge_of_tendsto' ((hc.tendsto S).comp (tendsto_stationary hA hS 0))
      fun k => (hpos k).dotProduct_mulVec_nonneg x
```

That example also has a negative "variance". Stability excludes this: if $B$ is positive semidefinite, as any noise covariance is, then so is the stationary $S$. In Lean `PosSemidef` includes symmetry, so there are two things to show.

For symmetry, transpose the stationary equation. Since $B^T=B$, the matrix $S^T$ satisfies the same equation as $S$, and uniqueness gives $S^T=S$ (`hsym`).

For positivity, start a run from zero. If $S_k$ is positive semidefinite, then for every vector $x$

$$x^T(AS_kA^T + B)x = (A^Tx)^T S_k (A^Tx) + x^TBx \ge 0 ,$$

so all iterates are positive semidefinite (`hpos`). Finally $x^TS_kx\to x^TSx$, and a limit of non-negative numbers is non-negative (`ge_of_tendsto'`). The `star x` in the code is plain $x$ for real vectors.

## Choosing the noise, and the cost of a finite time step

```lean
/-- Noise matching: if the powers of `A` tend to zero and `B` is chosen as `P - A P Aᵀ`,
the covariance iteration converges to the target `P` from any start. -/
theorem noise_matching {A : Matrix n n ℝ} (hA : Tendsto (fun k : ℕ => A ^ k) atTop (𝓝 0))
    (P S₀ : Matrix n n ℝ) :
    Tendsto (fun k : ℕ => (covStep A (P - A * P * Aᵀ))^[k] S₀) atTop (𝓝 P) := by
  refine tendsto_stationary hA ?_ S₀
  rw [covStep]
  abel
```

Here the question is reversed: given a target covariance $P$, which noise produces it? Choose $B = P - APA^T$. Then

$$APA^T + (P - APA^T) = P ,$$

so $P$ is stationary, and every run converges to it. The theorem accepts any real $P$, but actual random numbers with covariance $B$ exist only if this $B$ is positive semidefinite, which has to be checked for the integrator at hand.

The familiar thermostat update of a velocity,

$$v \mapsto c\,v + \sqrt{(1-c^2)\,k_BT/m}\;\eta, \qquad c = e^{-\gamma h},$$

is the case of one component. Here $m$ is the mass, $\gamma>0$ the friction rate, $h>0$ the time step and $\eta$ a standard normal number. The target is $P=k_BT/m$, and the noise variance is $P-c^2P$.

```lean
/-- Euler–Maruyama for overdamped harmonic modes with stiffnesses `κ i > 0`, unit friction
and thermal energy `T`: for a time step `h > 0` with `h * κ i < 2` for every mode, the
covariance converges from any start to the diagonal matrix of `2 T / (κ i (2 - h κ i))`. -/
theorem eulerMaruyama_harmonic (h T : ℝ) (κ : n → ℝ) (hh : 0 < h) (hκ : ∀ i, 0 < κ i)
    (hstab : ∀ i, h * κ i < 2) (S₀ : Matrix n n ℝ) :
    Tendsto (fun k : ℕ => (covStep (diagonal fun i => 1 - h * κ i)
        (diagonal fun _ => 2 * h * T))^[k] S₀) atTop
      (𝓝 (diagonal fun i => 2 * T / (κ i * (2 - h * κ i)))) := by
  refine tendsto_stationary ?_ ?_ S₀
  · -- each mode contracts by a factor of modulus below one
    have hv : Tendsto (fun k : ℕ => (fun i => 1 - h * κ i) ^ k) atTop (𝓝 (0 : n → ℝ)) := by
      refine tendsto_pi_nhds.2 fun i => ?_
      have hp := mul_pos hh (hκ i)
      have hs := hstab i
      exact tendsto_pow_atTop_nhds_zero_of_abs_lt_one
        (abs_lt.2 ⟨by linarith, by linarith⟩)
    have hd := (continuous_id.matrix_diagonal.tendsto (0 : n → ℝ)).comp hv
    simpa [Function.comp_def, Matrix.diagonal_pow] using hd
  · rw [covStep, Matrix.diagonal_transpose, Matrix.diagonal_mul_diagonal,
      Matrix.diagonal_mul_diagonal, Matrix.diagonal_add]
    congr 1
    funext i
    have h1 : κ i ≠ 0 := (hκ i).ne'
    have h2 : 2 - h * κ i ≠ 0 := (sub_pos.2 (hstab i)).ne'
    field_simp
    ring

end LangevinCovariance
```

The last theorem treats a concrete integrator. `T` is now the thermal energy $k_BT$, no longer a matrix. Independent overdamped modes with stiffness $\kappa_i$ and unit friction are advanced by the Euler–Maruyama rule

$$x_i \mapsto (1-h\kappa_i)\,x_i + \sqrt{2hT}\,\eta_i ,$$

with independent standard normal $\eta_i$. Both $A$ and $B$ are diagonal, which is what `diagonal` expresses. The start `S₀` may still contain correlations between modes.

The conditions $h>0$, $\kappa_i>0$ and $h\kappa_i<2$ put $a_i = 1-h\kappa_i$ strictly between $-1$ and $1$, so $a_i^k\to 0$ for each mode and $A^k\to 0$. The stationary variance $s_i$ satisfies $s_i = a_i^2 s_i + 2hT$. Since $1-a_i^2 = h\kappa_i(2-h\kappa_i)$,

$$s_i = \frac{2T}{\kappa_i(2-h\kappa_i)} .$$

The two bullets of the proof follow these two steps: the first shows that the powers tend to zero, the second verifies the stationary equation, with `field_simp` clearing denominators and `ring` finishing the algebra. The theorem puts no sign condition on `T`; the physical reading needs $T\ge 0$.

The Boltzmann variance of the mode is $T/\kappa_i$, and $s_i$ exceeds it by the factor $1/(1-h\kappa_i/2)$ when $T>0$. At $h\kappa_i=0.1$ the sampled variance is about 5% too large, however long the run. This makes a harmonic mode a good test of an implementation of the Euler–Maruyama rule (other integrators have their own stationary variance): the measured variance should agree with $s_i$ within its statistical error, and only approach $T/\kappa_i$ as the time step is reduced.

```lean
#print axioms LangevinCovariance.exists_unique_stationary
-- 'LangevinCovariance.exists_unique_stationary' depends on axioms: [propext, Classical.choice, Quot.sound]
#print axioms LangevinCovariance.powers_tendsto_zero
-- 'LangevinCovariance.powers_tendsto_zero' depends on axioms: [propext, Classical.choice, Quot.sound]
#print axioms LangevinCovariance.noise_matching
-- 'LangevinCovariance.noise_matching' depends on axioms: [propext, Classical.choice, Quot.sound]
#print axioms LangevinCovariance.eulerMaruyama_harmonic
-- 'LangevinCovariance.eulerMaruyama_harmonic' depends on axioms: [propext, Classical.choice, Quot.sound]
```
